# Degenerate states of opposite parity in the quantum Rabi model at $4g^2+D^2=1$

Measure energies in units of the photon energy, without the zero-point term, and let $D$ be the spin-flip amplitude, half the bare two-level splitting in size. For nonzero coupling $g$ and nonzero $D$ with $4g^2+D^2=1$, the quantum Rabi model has two linearly independent closed-form solutions at the energy $E=1-g^2$. They combine into one solution of each parity.

The model describes a two-level system, such as a molecule with two relevant electronic states, coupled to one cavity mode:

$$H=\hat a^\dagger \hat a+g(\hat a+\hat a^\dagger)\sigma+D\tau .$$

Here $\hat a$ annihilates a photon, $\sigma=\pm1$ is the spin component that couples to the field, and $\tau$ exchanges its two eigenstates. Energies are in units of the photon energy, without the zero-point term. The bare two-level splitting is $2|D|$, so $D$ is half of what many texts call the transition frequency. At ultrastrong coupling the counter-rotating terms matter, and the rotating-wave approximation, whose Hamiltonian splits into blocks of size at most two, is no longer reliable.

```lean
import Mathlib

namespace RabiJuddianCrossing

noncomputable section
```

## The Hamiltonian on pairs of entire functions

In the Bargmann representation a photon state is an entire function of a complex variable $z$. A spin-boson state is then a pair $\psi=(u,v)$, with $u$ belonging to $\sigma=+1$ and $v$ to $\sigma=-1$.

```lean
/-- A spin-boson state in the Bargmann representation: one function of `z` for each
eigenvalue of the spin component that couples to the field. -/
abbrev Spinor := (ℂ → ℂ) × (ℂ → ℂ)
```

The annihilation operator acts as $\hat a f=f'$.

```lean
/-- The photon annihilation operator, `d/dz`. -/
def lower (f : ℂ → ℂ) : ℂ → ℂ := deriv f
```

The creation operator acts as $(\hat a^\dagger f)(z)=zf(z)$, which gives $[\hat a,\hat a^\dagger]=1$.

```lean
/-- The photon creation operator, multiplication by `z`. -/
def raise (f : ℂ → ℂ) : ℂ → ℂ := fun z => z * f z
```

Inserting both into $H$ gives

$$H\psi=\big(zu'+g(u'+zu)+Dv,\;\; zv'-g(v'+zv)+Du\big).$$

```lean
/-- The quantum Rabi Hamiltonian with unit photon frequency, coupling `g` and
spin-flip amplitude `D`. -/
def rabiH (g D : ℝ) (ψ : Spinor) : Spinor :=
  (fun z => raise (lower ψ.1) z + g * (lower ψ.1 z + raise ψ.1 z) + D * ψ.2 z,
   fun z => raise (lower ψ.2) z - g * (lower ψ.2 z + raise ψ.2 z) + D * ψ.1 z)
```

The stationary equation $H\psi=E\psi$ is therefore the pair

$$(z+g)u'+gzu+Dv=Eu,\qquad (z-g)v'-gzv+Du=Ev .$$

```lean
/-- `ψ` is an entire solution of the stationary Schrödinger equation at energy `E`. -/
structure IsSolution (g D : ℝ) (E : ℂ) (ψ : Spinor) : Prop where
  entire_up : Differentiable ℂ ψ.1
  entire_dn : Differentiable ℂ ψ.2
  stationary : rabiH g D ψ = E • ψ
```

`IsSolution` asks that both components be entire and that these equations hold for every $z$. It admits a complex $E$ and the zero pair, so nonvanishing is stated separately where it is needed. It does not ask for a finite Bargmann norm, whose square is the integral of $|u|^2+|v|^2$ with weight $e^{-|z|^2}/\pi$. That is the step from these solutions to physical bound states. It is short here: an exponential times a polynomial grows far more slowly than the Gaussian weight decays.

Parity flips the spin and changes the sign of the field: $(\Pi\psi)(z)=(v(-z),u(-z))$.

```lean
/-- The parity operator: exchange the spin components and reflect `z` to `-z`. -/
def parity (ψ : Spinor) : Spinor := (fun z => ψ.2 (-z), fun z => ψ.1 (-z))
```

## Four algebraic equations

The factor $e^{-gz}$ is an unnormalised coherent state, the field displaced by the coupling. Consider

$$u=e^{-gz}(a+bz),\qquad v=e^{-gz}c,$$

with complex coefficients $a,b,c$; the plain letter $a$ is a number, not the operator $\hat a$.

```lean
/-- An exponential times a polynomial of degree at most one in the first component
and times a constant in the second. -/
def expState (g : ℝ) (a b c : ℂ) : Spinor :=
  (fun z => Complex.exp (-(g : ℂ) * z) * (a + b * z),
   fun z => Complex.exp (-(g : ℂ) * z) * c)
```

The Juddian state is the member with $a=D+2g^2/D$, $b=2g/D$ and $c=1$:

$$u=e^{-gz}\Big(D+\frac{2g(z+g)}{D}\Big),\qquad v=e^{-gz}.$$

```lean
/-- The Juddian state, meant for `D ≠ 0`; at `D = 0` Lean's division by zero sets the fraction to
zero. -/
def juddState (g D : ℝ) : Spinor :=
  (fun z => Complex.exp (-(g : ℂ) * z) * (D + 2 * g * (z + g) / D),
   fun z => Complex.exp (-(g : ℂ) * z))
```

The derivative of the common factor is $(e^{-gz})'=-g\,e^{-gz}$.

```lean
/-- The derivative of the exponential factor. -/
theorem hasDerivAt_factor (g : ℝ) (z : ℂ) :
    HasDerivAt (fun z : ℂ => Complex.exp (-(g : ℂ) * z))
      (Complex.exp (-(g : ℂ) * z) * (-(g : ℂ) * 1)) z :=
  ((hasDerivAt_id' z).const_mul (-(g : ℂ))).cexp
```

Hence $u'=e^{-gz}\big(b-g(a+bz)\big)$ and $v'=-gc\,e^{-gz}$. After insertion, the terms $\pm gz(a+bz)$ cancel in the first equation. Dividing by the exponential leaves

$$b(z+g)-g^2(a+bz)+Dc=E(a+bz),$$
$$g^2c-2gcz+D(a+bz)=Ec .$$

Comparing powers of $z$ gives

$$b(1-g^2-E)=0,\quad bg+Dc=(E+g^2)a,\quad Db=2gc,\quad Da=(E-g^2)c .$$

```lean
/-- For states of the exponential family the Schrödinger equation is equivalent to
four algebraic equations for the coefficients and the energy. -/
theorem expState_solution_iff (g D : ℝ) (E a b c : ℂ) :
    IsSolution g D E (expState g a b c) ↔
      b * (1 - g ^ 2 - E) = 0 ∧ b * g + D * c = (E + g ^ 2) * a ∧
      D * b = 2 * g * c ∧ D * a = (E - g ^ 2) * c := by
  have du : ∀ z : ℂ, HasDerivAt (fun z : ℂ => Complex.exp (-(g : ℂ) * z) * (a + b * z))
      (Complex.exp (-(g : ℂ) * z) * (b - g * (a + b * z))) z := fun z =>
    ((hasDerivAt_factor g z).fun_mul
      (((hasDerivAt_id' z).const_mul b).const_add a)).congr_deriv (by ring)
  have dv : ∀ z : ℂ, HasDerivAt (fun z : ℂ => Complex.exp (-(g : ℂ) * z) * c)
      (Complex.exp (-(g : ℂ) * z) * (-(g : ℂ) * c)) z := fun z =>
    ((hasDerivAt_factor g z).mul_const c).congr_deriv (by ring)
  have hu := fun z => (du z).deriv
  have hv := fun z => (dv z).deriv
  constructor
  · rintro ⟨-, -, h⟩
    -- cancel the exponential, then compare powers of z
    have h1 : ∀ z : ℂ, b * (z + g) - g ^ 2 * (a + b * z) + D * c = E * (a + b * z) := by
      intro z
      have e := congrFun (congrArg Prod.fst h) z
      simp only [rabiH, lower, raise, expState, hu, Prod.smul_fst, Pi.smul_apply,
        smul_eq_mul] at e
      exact mul_left_cancel₀ (Complex.exp_ne_zero (-(g : ℂ) * z)) (by linear_combination e)
    have h2 : ∀ z : ℂ, g ^ 2 * c - 2 * g * z * c + D * (a + b * z) = E * c := by
      intro z
      have e := congrFun (congrArg Prod.snd h) z
      simp only [rabiH, lower, raise, expState, hv, Prod.smul_snd, Pi.smul_apply,
        smul_eq_mul] at e
      exact mul_left_cancel₀ (Complex.exp_ne_zero (-(g : ℂ) * z)) (by linear_combination e)
    exact ⟨by linear_combination h1 1 - h1 0, by linear_combination h1 0,
      by linear_combination h2 1 - h2 0, by linear_combination h2 0⟩
  · rintro ⟨p1, p2, p3, p4⟩
    refine ⟨fun z => (du z).differentiableAt, fun z => (dv z).differentiableAt,
      Prod.ext (funext fun z => ?_) (funext fun z => ?_)⟩
    · simp only [rabiH, lower, raise, expState, hu, Prod.smul_fst, Pi.smul_apply, smul_eq_mul]
      linear_combination Complex.exp (-(g : ℂ) * z) * (p2 + z * p1)
    · simp only [rabiH, lower, raise, expState, hv, Prod.smul_snd, Pi.smul_apply, smul_eq_mul]
      linear_combination Complex.exp (-(g : ℂ) * z) * (p4 + z * p3)
```

In the proof, `du` and `dv` are the two derivatives, and `mul_left_cancel₀` removes the exponential. The constant terms come from setting $z=0$, the linear ones from subtracting the value at $z=0$ from that at $z=1$. Conversely, the algebraic equations are recombined and multiplied by the exponential.

## The condition on coupling and splitting

Put the Juddian coefficients and $E=1-g^2$ into the four equations. The first three hold identically. The fourth reads

$$D^2+2g^2=1-2g^2,$$

which is $4g^2+D^2=1$.

```lean
/-- For `D ≠ 0` the Juddian state solves the Rabi model at energy `1 - g²` exactly
when `4g² + D² = 1`. -/
theorem juddState_solution_iff {g D : ℝ} (hD : D ≠ 0) :
    IsSolution g D (1 - (g : ℂ) ^ 2) (juddState g D) ↔ 4 * g ^ 2 + D ^ 2 = 1 := by
  have hi : (D : ℂ) * (D : ℂ)⁻¹ = 1 := mul_inv_cancel₀ (by exact_mod_cast hD)
  have e : juddState g D = expState g (D + 2 * g ^ 2 / D) (2 * g / D) 1 :=
    Prod.ext (funext fun z => by simp only [juddState, expState]; ring)
      (funext fun z => by simp only [juddState, expState]; ring)
  rw [e, expState_solution_iff]
  constructor
  · rintro ⟨-, -, -, h⟩
    have h' : 4 * (g : ℂ) ^ 2 + (D : ℂ) ^ 2 = 1 := by
      linear_combination h - 2 * (g : ℂ) ^ 2 * hi
    exact_mod_cast h'
  · intro h
    have h' : 4 * (g : ℂ) ^ 2 + (D : ℂ) ^ 2 = 1 := by exact_mod_cast h
    exact ⟨by ring, by ring, by linear_combination 2 * (g : ℂ) * hi,
      by linear_combination h' + 2 * (g : ℂ) ^ 2 * hi⟩
```

The equality `e` identifies the Juddian state with its member of the family, and `hi` supplies $D\cdot D^{-1}=1$. This equivalence needs only $D\neq0$.

No other energy or parameter relation is possible within the family when $g$ and $D$ are nonzero. If $c=0$, the last two equations give $b=a=0$, and the state vanishes. So $c\neq0$, then $b=2gc/D\neq0$, and the first equation forces $E=1-g^2$. The second becomes $a=bg+Dc$, so

$$Da=gDb+D^2c=(2g^2+D^2)c,$$

while the fourth says $Da=(1-2g^2)c$. Cancelling $c$ gives $4g^2+D^2=1$.

```lean
/-- For nonzero `g` and `D`, a nonzero solution in the exponential family must have
energy `1 - g²`, and the parameters must satisfy `4g² + D² = 1`. -/
theorem expState_rigidity {g D : ℝ} (hg : g ≠ 0) (hD : D ≠ 0) {E a b c : ℂ}
    (h0 : expState g a b c ≠ 0) (h : IsSolution g D E (expState g a b c)) :
    E = 1 - (g : ℂ) ^ 2 ∧ 4 * g ^ 2 + D ^ 2 = 1 := by
  obtain ⟨p1, p2, p3, p4⟩ := (expState_solution_iff g D E a b c).1 h
  have hg' : (g : ℂ) ≠ 0 := by exact_mod_cast hg
  have hD' : (D : ℂ) ≠ 0 := by exact_mod_cast hD
  have hc : c ≠ 0 := by
    intro hc
    have q3 : (D : ℂ) * b = 0 := by rw [p3, hc, mul_zero]
    have q4 : (D : ℂ) * a = 0 := by rw [p4, hc, mul_zero]
    have hb := (mul_eq_zero.1 q3).resolve_left hD'
    have ha := (mul_eq_zero.1 q4).resolve_left hD'
    exact h0 (Prod.ext (funext fun z => by simp [expState, ha, hb])
      (funext fun z => by simp [expState, hc]))
  have hb : b ≠ 0 := by
    intro hb
    rw [hb, mul_zero] at p3
    exact mul_ne_zero (mul_ne_zero two_ne_zero hg') hc p3.symm
  have hE : E = 1 - (g : ℂ) ^ 2 := by
    linear_combination -((mul_eq_zero.1 p1).resolve_left hb)
  subst hE
  have h' : 4 * (g : ℂ) ^ 2 + (D : ℂ) ^ 2 = 1 :=
    mul_left_cancel₀ hc (by linear_combination (D : ℂ) * p2 - (g : ℂ) * p3 + p4)
  exact ⟨rfl, by exact_mod_cast h'⟩
```

The Lean proof establishes `hc`, `hb` and `hE` in this order. The statement concerns this family alone; Juddian solutions with polynomials of higher degree occur at energies $n-g^2$ with $n>1$.

## The parity image as a second solution

Reflection changes the sign of a derivative: $\frac{d}{dz}v(-z)=-v'(-z)$. The first component of $H\Pi\psi$ is therefore

$$-zv'(-z)+g\big(-v'(-z)+zv(-z)\big)+Du(-z),$$

which is the second component of $H\psi$ evaluated at $-z$. The other component works the same way, so $H\Pi=\Pi H$.

```lean
/-- Parity commutes with the Rabi Hamiltonian. -/
theorem rabiH_parity (g D : ℝ) (ψ : Spinor) :
    rabiH g D (parity ψ) = parity (rabiH g D ψ) := by
  refine Prod.ext (funext fun z => ?_) (funext fun z => ?_) <;>
    simp only [rabiH, lower, raise, parity, deriv_comp_neg] <;> ring
```

Since $H$ is linear, two solutions $\psi,\varphi$ at the same energy give another, $\psi+s\varphi$, for any complex $s$.

```lean
/-- Solutions at the same energy can be superposed. -/
theorem solution_superpose {g D : ℝ} {E : ℂ} {ψ φ : Spinor} (h : IsSolution g D E ψ)
    (k : IsSolution g D E φ) (s : ℂ) : IsSolution g D E (ψ + s • φ) := by
  have d1 : ∀ z, deriv (ψ.1 + s • φ.1) z = deriv ψ.1 z + s * deriv φ.1 z := fun z =>
    ((h.entire_up z).hasDerivAt.add ((k.entire_up z).hasDerivAt.const_smul s)).deriv
  have d2 : ∀ z, deriv (ψ.2 + s • φ.2) z = deriv ψ.2 z + s * deriv φ.2 z := fun z =>
    ((h.entire_dn z).hasDerivAt.add ((k.entire_dn z).hasDerivAt.const_smul s)).deriv
  refine ⟨h.entire_up.add (k.entire_up.const_smul s),
    h.entire_dn.add (k.entire_dn.const_smul s),
    Prod.ext (funext fun z => ?_) (funext fun z => ?_)⟩
  · have e := congrFun (congrArg Prod.fst h.stationary) z
    have f := congrFun (congrArg Prod.fst k.stationary) z
    simp only [rabiH, lower, raise, Prod.fst_add, Prod.snd_add, Prod.smul_fst, Prod.smul_snd,
      d1, Pi.add_apply, Pi.smul_apply, smul_eq_mul] at e f ⊢
    linear_combination e + s * f
  · have e := congrFun (congrArg Prod.snd h.stationary) z
    have f := congrFun (congrArg Prod.snd k.stationary) z
    simp only [rabiH, lower, raise, Prod.fst_add, Prod.snd_add, Prod.smul_fst, Prod.smul_snd,
      d2, Pi.add_apply, Pi.smul_apply, smul_eq_mul] at e f ⊢
    linear_combination e + s * f
```

Differentiability enters here through the derivative of a sum; the rest is the first equation plus $s$ times the second.

Now let $\psi$ be the Juddian state at $4g^2+D^2=1$. By commutation, $H\Pi\psi=\Pi H\psi=(1-g^2)\Pi\psi$. For independence, suppose $s\psi+t\,\Pi\psi=0$ with complex $s,t$. The polynomial in $u$ vanishes at

$$z_0=-g-\frac{D^2}{2g}.$$

There the first component reduces to $t\,e^{gz_0}=0$, so $t=0$. The second component at $z=0$ then gives $s=0$.

```lean
/-- For nonzero `g` and `D` with `4g² + D² = 1`, the Juddian state and its parity image are linearly
independent solutions at the same energy `1 - g²`. -/
theorem juddian_crossing {g D : ℝ} (hg : g ≠ 0) (hD : D ≠ 0) (h : 4 * g ^ 2 + D ^ 2 = 1) :
    IsSolution g D (1 - (g : ℂ) ^ 2) (juddState g D) ∧
    IsSolution g D (1 - (g : ℂ) ^ 2) (parity (juddState g D)) ∧
    LinearIndependent ℂ ![juddState g D, parity (juddState g D)] := by
  have hs := (juddState_solution_iff hD).2 h
  refine ⟨hs, ⟨hs.entire_dn.comp differentiable_neg, hs.entire_up.comp differentiable_neg,
    by rw [rabiH_parity, hs.stationary]; rfl⟩, LinearIndependent.pair_iff.2 ?_⟩
  intro s t hst
  have hi : (D : ℂ) * (D : ℂ)⁻¹ = 1 := mul_inv_cancel₀ (by exact_mod_cast hD)
  have gi : (g : ℂ) * (g : ℂ)⁻¹ = 1 := mul_inv_cancel₀ (by exact_mod_cast hg)
  -- at the zero of the polynomial factor only the parity image survives
  have hP : (D : ℂ) + 2 * g * ((-g - D ^ 2 / (2 * g)) + g) / D = 0 := by
    linear_combination -((D : ℂ) ^ 2 * (D : ℂ)⁻¹) * gi - (D : ℂ) * hi
  have e1 := congrFun (congrArg Prod.fst hst) (-(g : ℂ) - D ^ 2 / (2 * g))
  simp only [juddState, parity, Prod.fst_add, Prod.smul_fst, Pi.add_apply, Pi.smul_apply,
    smul_eq_mul, hP, mul_zero, zero_add, Prod.fst_zero, Pi.zero_apply] at e1
  have ht : t = 0 := (mul_eq_zero.1 e1).resolve_right (Complex.exp_ne_zero _)
  have e2 := congrFun (congrArg Prod.snd hst) 0
  simp only [juddState, ht, zero_smul, add_zero, Prod.smul_snd, Pi.smul_apply,
    smul_eq_mul, Prod.snd_zero, Pi.zero_apply] at e2
  exact ⟨(mul_eq_zero.1 e2).resolve_right (Complex.exp_ne_zero _), ht⟩
```

The two evaluations are `e1` and `e2`. At $g=0$, $D=\pm1$ the Juddian state is still a solution, but it is proportional to its parity image, so independence does require $g\neq0$.

## One solution of each parity

Take $s=\pm1$ and $\chi=\psi+s\,\Pi\psi$. Because $\Pi^2=1$ and $s^2=1$,

$$\Pi\chi=\Pi\psi+s\psi=s(\psi+s\,\Pi\psi)=s\chi .$$

The superposition rule makes $\chi$ a solution, and independence makes it nonzero, since $\psi$ enters with coefficient $1$.

```lean
/-- For nonzero `g` and `D` with `4g² + D² = 1`, and for either sign `s` with `s² = 1`,
there is an explicit nonzero solution of parity `s` at energy `1 - g²`. -/
theorem crossing_of_both_parities {g D : ℝ} (hg : g ≠ 0) (hD : D ≠ 0)
    (h : 4 * g ^ 2 + D ^ 2 = 1) {s : ℂ} (hs : s ^ 2 = 1) :
    IsSolution g D (1 - (g : ℂ) ^ 2) (juddState g D + s • parity (juddState g D)) ∧
    juddState g D + s • parity (juddState g D) ≠ 0 ∧
    parity (juddState g D + s • parity (juddState g D)) =
      s • (juddState g D + s • parity (juddState g D)) := by
  obtain ⟨h1, h2, li⟩ := juddian_crossing hg hD h
  refine ⟨solution_superpose h1 h2 s, fun h0 => ?_, ?_⟩
  · exact one_ne_zero (LinearIndependent.pair_iff.1 li 1 s (by rw [one_smul]; exact h0)).1
  · generalize juddState g D = ψ
    refine Prod.ext (funext fun z => ?_) (funext fun z => ?_)
    · simp only [parity, Prod.fst_add, Prod.snd_add, Prod.smul_fst, Prod.smul_snd,
        Pi.add_apply, Pi.smul_apply, smul_eq_mul, neg_neg]
      linear_combination -(ψ.2 (-z)) * hs
    · simp only [parity, Prod.fst_add, Prod.snd_add, Prod.smul_fst, Prod.smul_snd,
        Pi.add_apply, Pi.smul_apply, smul_eq_mul, neg_neg]
      linear_combination -(ψ.1 (-z)) * hs

end

end RabiJuddianCrossing
```

Levels of both parities thus meet at $E=1-g^2$ on the curve $4g^2+D^2=1$. The theorem leaves out the points on the axes, but the degeneracy persists there: at $g=0$, $D=\pm1$ a state without photons and one with two photons, of opposite parity, both have energy $1$, and at $D=0$ the two values of $\sigma$ give equal energies. This is the Juddian crossing with $n=1$; how the two levels move on either side of the curve is a further question that the theorems leave open.

```lean
#print axioms RabiJuddianCrossing.expState_rigidity
-- 'RabiJuddianCrossing.expState_rigidity' depends on axioms: [propext, Classical.choice, Quot.sound]
#print axioms RabiJuddianCrossing.rabiH_parity
-- 'RabiJuddianCrossing.rabiH_parity' depends on axioms: [propext, Classical.choice, Quot.sound]
#print axioms RabiJuddianCrossing.crossing_of_both_parities
-- 'RabiJuddianCrossing.crossing_of_both_parities' depends on axioms: [propext, Classical.choice, Quot.sound]
```

## The values at $g=0.3$, $D=0.8$

Here $4g^2+D^2=0.36+0.64=1$ and $E=1-0.09=0.91$. The coefficients are

$$a=0.8+\frac{0.18}{0.8}=1.025,\qquad b=\frac{0.6}{0.8}=0.75,\qquad c=1 .$$

The four equations become $0=0$, $0.225+0.8=1.025$, $0.8\cdot0.75=0.6$ and $0.8\cdot1.025=0.82$.

To normalise, write $u=e^{-gz}\big(D+b(z+g)\big)$. The functions $e^{-gz}$ and $(z+g)e^{-gz}$ are orthogonal, each with squared norm $e^{g^2}$. The squared norms of $u$ and $v$ are therefore $e^{0.09}(0.64+0.5625)=1.2025\,e^{0.09}$ and $e^{0.09}$. The normalised Juddian state has probabilities $0.546$ and $0.454$ for $\sigma=+1$ and $\sigma=-1$.

For a single lossless mode and a two-level emitter, the energy gives a reference for diagonalisation in a truncated photon basis: as the basis grows, one level of each parity should approach $0.91$. The two probabilities are not such a reference, because the level is degenerate and a diagonalisation need not return the Juddian state; states of definite parity have probability $1/2$ for each value of $\sigma$.
